# Subadditivity of the von Neumann entropy for finite-dimensional bipartite states

## States, partial traces and entropy

Let subsystem A have orthonormal basis states labelled by a finite set $m$, and subsystem B orthonormal basis states labelled by a finite set $n$. A state of the pair is a density matrix $\rho$: a positive semidefinite complex matrix of trace one, with rows and columns labelled by pairs $(i,j)$. Its partial traces are

$$(\rho_A)_{ik}=\sum_j \rho_{(i,j),(k,j)},\qquad (\rho_B)_{jl}=\sum_i \rho_{(i,j),(i,l)} .$$

Write $\eta(x)=-x\log x$ with $\eta(0)=0$. The von Neumann entropy is $S(\rho)=\sum_k\eta(p_k)$, where the $p_k$ are the eigenvalues of $\rho$, repeated according to multiplicity. The logarithm is natural and there is no factor $k_B$, so entropy is measured in nats.

## Correlations lower the joint entropy

Subadditivity is the inequality

$$S(\rho)\le S(\rho_A)+S(\rho_B).$$

The right side minus the left is the mutual information, a measure of the total correlation between A and B. For finite-dimensional subsystems, such as two blocks of a finite spin chain, the inequality says that this quantity is never negative.

If B has a single basis state, then $\rho_B=(1)$ has entropy zero and $\rho_A$ is $\rho$ with its index relabelled. Both sides are then equal.

## The statement in Lean

In `entropy_subadditive`, `hρ : ρ.PosSemidef` and `htr : ρ.trace = 1` say that `ρ` is a density matrix; positive semidefiniteness includes being Hermitian. The functions `reducedA` and `reducedB` are the two sums above.

The function `entropy` accepts any square complex matrix. It takes the roots of the characteristic polynomial with multiplicity and sums `Real.negMulLog`, which is $\eta$, over their real parts. For a density matrix these roots are the eigenvalues, which are real and nonnegative, so the definition agrees with $S$. For a Hermitian matrix with negative eigenvalues, Lean's convention $\log x=\log|x|$ for $x<0$ extends $\eta$, and with it $S$.

A second theorem, `entropy_product`, states $S(\sigma\otimes\tau)=S(\sigma)+S(\tau)$ for Hermitian trace-one matrices, which include all density matrices. Since the partial traces of $\sigma\otimes\tau$ are $\sigma$ and $\tau$, a short computation left out of the file, product states attain the bound. The theorems do not treat the converse, that equality forces a product state, nor infinite-dimensional systems.

## Measuring in the local eigenbases

Diagonalise $\rho_A=U\,\mathrm{diag}(a)\,U^\dagger$, $\rho_B=V\,\mathrm{diag}(b)\,V^\dagger$ and $\rho=R\,\mathrm{diag}(p)\,R^\dagger$. Put $W=U\otimes V$ and $M=W^\dagger R$, both unitary. Measuring $\rho$ in the basis $W$ gives outcome $x=(i,j)$ with probability

$$q_x=(W^\dagger\rho W)_{xx}=\sum_k |M_{xk}|^2p_k\ge 0 .$$

The rows and columns of $|M_{xk}|^2$ each sum to one. Concavity of $\eta$, applied to each row, followed by the column sums, gives

$$\sum_x\eta(q_x)\ge\sum_x\sum_k|M_{xk}|^2\eta(p_k)=\sum_k\eta(p_k)=S(\rho).$$

## The marginals are the local eigenvalues

For any matrix $X$ on A,

$$\mathrm{tr}\,[\rho(X\otimes 1)]=\sum_{i,j,k}\rho_{(i,j),(k,j)}X_{ki}=\mathrm{tr}(\rho_AX).$$

Let $P_i$ be the diagonal matrix whose only nonzero entry is a one at position $i$. Then $W(P_i\otimes1)W^\dagger=UP_iU^\dagger\otimes1$, and cyclicity of the trace gives

$$\sum_jq_{ij}=\mathrm{tr}\,[\rho(UP_iU^\dagger\otimes1)]=\mathrm{tr}(\rho_AUP_iU^\dagger)=(U^\dagger\rho_AU)_{ii}=a_i .$$

Exchanging A and B gives $\sum_iq_{ij}=b_j$. The total is $\sum_{ij}q_{ij}=\mathrm{tr}\,\rho=1$.

## The classical inequality

If $q_{ij}>0$, then $a_i$ and $b_j$ are at least $q_{ij}$ and hence positive. Multiplying $\log y\le y-1$ at $y=a_ib_j/q_{ij}$ by $q_{ij}$ and rearranging gives

$$\eta(q_{ij})\le a_ib_j-q_{ij}-q_{ij}\log a_i-q_{ij}\log b_j .$$

If $q_{ij}=0$, the inequality reads $0\le a_ib_j$, with the terms $0\log 0$ taken as zero. On summing over $i$ and $j$, the first two terms cancel because $\sum_{ij}a_ib_j=\sum_{ij}q_{ij}=1$. The other two give $\sum_i\eta(a_i)+\sum_j\eta(b_j)=S(\rho_A)+S(\rho_B)$. Together with the measurement bound, this proves subadditivity.

For a product $\sigma\otimes\tau$ the eigenvalues are $s_it_j$, where $s_i$ and $t_j$ are those of $\sigma$ and $\tau$. Summing $\eta(s_it_j)=t_j\eta(s_i)+s_i\eta(t_j)$ with $\sum_is_i=\sum_jt_j=1$ gives $S(\sigma)+S(\tau)$.

## The complete Lean file

```lean
import Mathlib

open Matrix
open scoped Kronecker ComplexOrder

namespace QuantumSubadditivity

noncomputable section

variable {m n : Type*} [Fintype m] [Fintype n] [DecidableEq m] [DecidableEq n]

/-- The sum of `-p log p` over the real parts `p` of the eigenvalues, counted with multiplicity as
roots of the characteristic polynomial. For a density matrix this is the von Neumann entropy in
nats. -/
def entropy (A : Matrix n n ℂ) : ℝ :=
  (A.charpoly.roots.map fun z => Real.negMulLog z.re).sum

omit [Fintype m] [DecidableEq m] [DecidableEq n] in
/-- The reduced matrix of subsystem A: the partial trace over B. -/
def reducedA (ρ : Matrix (m × n) (m × n) ℂ) : Matrix m m ℂ :=
  fun i k => ∑ j, ρ (i, j) (k, j)

omit [Fintype n] [DecidableEq m] [DecidableEq n] in
/-- The reduced matrix of subsystem B: the partial trace over A. -/
def reducedB (ρ : Matrix (m × n) (m × n) ℂ) : Matrix n n ℂ :=
  fun j l => ∑ i, ρ (i, j) (i, l)

/-- A Hermitian matrix is diagonal, with its eigenvalues as entries, in some orthonormal basis. -/
theorem exists_eigenbasis {A : Matrix n n ℂ} (hA : A.IsHermitian) :
    ∃ U ∈ unitaryGroup n ℂ,
      A = U * diagonal (fun i => (hA.eigenvalues i : ℂ)) * star U := by
  refine ⟨hA.eigenvectorUnitary, hA.eigenvectorUnitary.2, ?_⟩
  have h := hA.spectral_theorem
  rw [Unitary.conjStarAlgAut_apply] at h
  exact h

/-- The entropy of a matrix that a unitary brings to real diagonal form is the sum of
`-d log d` over the diagonal entries. -/
theorem entropy_eq_of_diagonalization {A U : Matrix n n ℂ} {d : n → ℝ}
    (hU : U ∈ unitaryGroup n ℂ) (h : A = U * diagonal (fun i => (d i : ℂ)) * star U) :
    entropy A = ∑ i, Real.negMulLog (d i) := by
  have hD : charmatrix (diagonal fun i => (d i : ℂ)) =
      diagonal fun i => Polynomial.X - Polynomial.C (d i : ℂ) := by
    ext1 i j
    by_cases hij : i = j
    · subst hij; simp
    · simp [hij]
  have hc : A.charpoly = ((Finset.univ.val.map fun i => (d i : ℂ)).map
      fun a => Polynomial.X - Polynomial.C a).prod := by
    rw [h, charpoly_mul_comm, ← mul_assoc, mem_unitaryGroup_iff'.1 hU, one_mul,
      Matrix.charpoly, hD, det_diagonal, Multiset.map_map]
    rfl
  rw [entropy, hc, Polynomial.roots_multiset_prod_X_sub_C, Multiset.map_map]
  rfl

/-- If `A = U * diagonal d * star U` with `d` real, the real part of a diagonal entry of `star W * A
* W` is the sum of the `d k` weighted by the squared moduli of the entries in that row of `star W *
U`. -/
theorem measured_eq {A U : Matrix n n ℂ} {d : n → ℝ}
    (h : A = U * diagonal (fun i => (d i : ℂ)) * star U) (W : Matrix n n ℂ) (x : n) :
    ((star W * A * W) x x).re = ∑ k, Complex.normSq ((star W * U) x k) * d k := by
  have e : star W * A * W =
      (star W * U) * diagonal (fun i => (d i : ℂ)) * star (star W * U) := by
    rw [h, star_mul, star_star]; simp only [mul_assoc]
  rw [e]
  generalize star W * U = M
  rw [Matrix.mul_apply, Complex.re_sum]
  refine Finset.sum_congr rfl fun k _ => ?_
  rw [mul_diagonal, Matrix.star_apply]
  simp [Complex.normSq_apply]
  ring

/-- The entropy of a positive semidefinite matrix is at most the sum of `-q log q` over its diagonal
entries `q` in any orthonormal basis. -/
theorem entropy_le_measured {A W : Matrix n n ℂ} (hA : A.PosSemidef)
    (hW : W ∈ unitaryGroup n ℂ) :
    entropy A ≤ ∑ x, Real.negMulLog ((star W * A * W) x x).re := by
  obtain ⟨U, hU, h⟩ := exists_eigenbasis hA.isHermitian
  have row : ∀ M ∈ unitaryGroup n ℂ, ∀ x, ∑ k, Complex.normSq (M x k) = 1 := by
    intro M hM x
    have h1 := congrArg Complex.re (congrFun (congrFun (mem_unitaryGroup_iff.1 hM) x) x)
    rw [Matrix.mul_apply, one_apply_eq, Complex.re_sum, Complex.one_re] at h1
    rw [← h1]
    refine Finset.sum_congr rfl fun k _ => ?_
    rw [Matrix.star_apply]
    simp [Complex.normSq_apply]
  have hM : star W * U ∈ unitaryGroup n ℂ := mul_mem (Unitary.star_mem hW) hU
  rw [entropy_eq_of_diagonalization hU h]
  simp only [measured_eq h W]
  generalize star W * U = M at hM
  have col : ∀ k, ∑ x, Complex.normSq (M x k) = 1 := fun k => by
    simpa [Matrix.star_apply] using row (star M) (Unitary.star_mem hM) k
  -- the squared overlaps form a doubly stochastic matrix; concavity applies row by row
  calc ∑ k, Real.negMulLog (hA.isHermitian.eigenvalues k)
      = ∑ k, ∑ x, Complex.normSq (M x k) *
          Real.negMulLog (hA.isHermitian.eigenvalues k) :=
        Finset.sum_congr rfl fun k _ => by rw [← Finset.sum_mul, col, one_mul]
    _ = ∑ x, ∑ k, Complex.normSq (M x k) *
          Real.negMulLog (hA.isHermitian.eigenvalues k) := Finset.sum_comm
    _ ≤ _ := Finset.sum_le_sum fun x _ => by
        simpa only [smul_eq_mul] using Real.concaveOn_negMulLog.le_map_sum
          (t := Finset.univ) (w := fun k => Complex.normSq (M x k))
          (p := hA.isHermitian.eigenvalues) (fun k _ => Complex.normSq_nonneg _)
          (row M hM x) (fun k _ => hA.eigenvalues_nonneg k)

omit [DecidableEq m] in
/-- The reduced matrix gives the same expectation value for an observable of subsystem A
as the full matrix. -/
theorem trace_mul_local (ρ : Matrix (m × n) (m × n) ℂ) (X : Matrix m m ℂ) :
    (ρ * (X ⊗ₖ (1 : Matrix n n ℂ))).trace = (reducedA ρ * X).trace := by
  simp only [Matrix.trace, Matrix.diag_apply, Matrix.mul_apply, Fintype.sum_prod_type,
    kroneckerMap_apply, Matrix.one_apply, reducedA, mul_ite, mul_one, mul_zero,
    Finset.sum_ite_eq', Finset.mem_univ, if_true, Finset.sum_mul]
  exact Finset.sum_congr rfl fun i _ => Finset.sum_comm

/-- Summing the diagonal entries of `ρ`, transformed by `U ⊗ₖ V` with `V` unitary, over the B index
gives the diagonal entries of the reduced matrix of A, transformed by `U`. -/
theorem marginal_eq (ρ : Matrix (m × n) (m × n) ℂ) (U : Matrix m m ℂ) {V : Matrix n n ℂ}
    (hV : V ∈ unitaryGroup n ℂ) (i : m) :
    ∑ j, (star (U ⊗ₖ V) * ρ * (U ⊗ₖ V)) (i, j) (i, j) =
      (star U * reducedA ρ * U) i i := by
  let P : Matrix m m ℂ := diagonal fun k => if k = i then 1 else 0
  have e : ∀ Y : Matrix m m ℂ, (Y * P).trace = Y i i := fun Y => by
    simp [P, Matrix.trace, mul_diagonal]
  have hV' : V * Vᴴ = 1 := mem_unitaryGroup_iff.1 hV
  have hP : (U ⊗ₖ V) * (P ⊗ₖ (1 : Matrix n n ℂ)) * star (U ⊗ₖ V) =
      (U * P * star U) ⊗ₖ (1 : Matrix n n ℂ) := by
    rw [star_eq_conjTranspose, conjTranspose_kronecker, ← mul_kronecker_mul,
      ← mul_kronecker_mul, mul_one, hV', star_eq_conjTranspose]
  calc _ = (star (U ⊗ₖ V) * ρ * (U ⊗ₖ V) * (P ⊗ₖ (1 : Matrix n n ℂ))).trace := by
        rw [trace_mul_local, e]; rfl
    _ = (ρ * ((U ⊗ₖ V) * (P ⊗ₖ (1 : Matrix n n ℂ)) * star (U ⊗ₖ V))).trace := by
        rw [mul_assoc, mul_assoc, trace_mul_comm]; simp only [mul_assoc]
    _ = (reducedA ρ * (U * P * star U)).trace := by rw [hP, trace_mul_local]
    _ = (star U * (reducedA ρ * (U * P))).trace := by
        rw [trace_mul_comm (star U)]; simp only [mul_assoc]
    _ = (star U * reducedA ρ * U) i i := by
        rw [← e (star U * reducedA ρ * U)]; simp only [mul_assoc]

omit [DecidableEq m] [DecidableEq n] in
/-- The Shannon entropy of a joint distribution is at most the sum of the Shannon entropies
of its marginals. -/
theorem shannon_subadditive {q : m → n → ℝ} {a : m → ℝ} {b : n → ℝ}
    (hq : ∀ i j, 0 ≤ q i j) (h1 : ∑ i, ∑ j, q i j = 1)
    (ha : ∀ i, ∑ j, q i j = a i) (hb : ∀ j, ∑ i, q i j = b j) :
    ∑ i, ∑ j, Real.negMulLog (q i j) ≤
      ∑ i, Real.negMulLog (a i) + ∑ j, Real.negMulLog (b j) := by
  have hqa : ∀ i j, q i j ≤ a i := fun i j => by
    rw [← ha i]
    exact Finset.single_le_sum (f := fun j => q i j) (fun j _ => hq i j) (Finset.mem_univ j)
  have hqb : ∀ i j, q i j ≤ b j := fun i j => by
    rw [← hb j]
    exact Finset.single_le_sum (f := fun i => q i j) (fun i _ => hq i j) (Finset.mem_univ i)
  -- the pointwise bound from log x ≤ x - 1
  have hpt : ∀ i j, Real.negMulLog (q i j) ≤
      a i * b j - q i j - q i j * Real.log (a i) - q i j * Real.log (b j) := by
    intro i j
    rcases (hq i j).eq_or_lt with h | h
    · have hab := mul_nonneg ((hq i j).trans (hqa i j)) ((hq i j).trans (hqb i j))
      rw [← h]
      simpa using hab
    · have pa := h.trans_le (hqa i j)
      have pb := h.trans_le (hqb i j)
      have hl := Real.log_le_sub_one_of_pos (div_pos (mul_pos pa pb) h)
      rw [Real.log_div (mul_pos pa pb).ne' h.ne', Real.log_mul pa.ne' pb.ne'] at hl
      have hm := mul_le_mul_of_nonneg_left hl h.le
      have hc : q i j * (a i * b j / q i j - 1) = a i * b j - q i j := by
        rw [mul_sub, mul_div_cancel₀ _ h.ne', mul_one]
      rw [hc] at hm
      unfold Real.negMulLog
      linarith
  have e1 : ∑ i, ∑ j, q i j * Real.log (a i) = ∑ i, a i * Real.log (a i) :=
    Finset.sum_congr rfl fun i _ => by rw [← Finset.sum_mul, ha]
  have e2 : ∑ i, ∑ j, q i j * Real.log (b j) = ∑ j, b j * Real.log (b j) := by
    rw [Finset.sum_comm]
    exact Finset.sum_congr rfl fun j _ => by rw [← Finset.sum_mul, hb]
  have sa : ∑ i, a i = 1 := by simpa only [ha] using h1
  have sb : ∑ j, b j = 1 := by
    rw [Finset.sum_comm] at h1
    simpa only [hb] using h1
  have e3 : ∑ i, ∑ j, a i * b j = 1 := by rw [← Finset.sum_mul_sum, sa, sb, one_mul]
  have hs := Finset.sum_le_sum fun i (_ : i ∈ Finset.univ) =>
    Finset.sum_le_sum fun j (_ : j ∈ Finset.univ) => hpt i j
  simp only [Finset.sum_sub_distrib, e1, e2, e3, h1] at hs
  have na : ∑ i, Real.negMulLog (a i) = -∑ i, a i * Real.log (a i) := by
    simp [Real.negMulLog]
  have nb : ∑ j, Real.negMulLog (b j) = -∑ j, b j * Real.log (b j) := by
    simp [Real.negMulLog]
  linarith

/-- The Kronecker product of two unitaries is unitary. -/
theorem kronecker_unitary {U : Matrix m m ℂ} {V : Matrix n n ℂ}
    (hU : U ∈ unitaryGroup m ℂ) (hV : V ∈ unitaryGroup n ℂ) :
    U ⊗ₖ V ∈ unitaryGroup (m × n) ℂ := by
  have h1 : U * Uᴴ = 1 := mem_unitaryGroup_iff.1 hU
  have h2 : V * Vᴴ = 1 := mem_unitaryGroup_iff.1 hV
  rw [mem_unitaryGroup_iff, star_eq_conjTranspose, conjTranspose_kronecker,
    ← mul_kronecker_mul, h1, h2, one_kronecker_one]

/-- Subadditivity: the von Neumann entropy of a bipartite density matrix is at most the sum
of the entropies of its two reduced density matrices. -/
theorem entropy_subadditive {ρ : Matrix (m × n) (m × n) ℂ}
    (hρ : ρ.PosSemidef) (htr : ρ.trace = 1) :
    entropy ρ ≤ entropy (reducedA ρ) + entropy (reducedB ρ) := by
  have hA : (reducedA ρ).IsHermitian := Matrix.IsHermitian.ext fun i k => by
    simp only [reducedA, star_sum, hρ.isHermitian.apply]
  have hB : (reducedB ρ).IsHermitian := Matrix.IsHermitian.ext fun i k => by
    simp only [reducedB, star_sum, hρ.isHermitian.apply]
  obtain ⟨U, hU, dA⟩ := exists_eigenbasis hA
  obtain ⟨V, hV, dB⟩ := exists_eigenbasis hB
  obtain ⟨R, -, dR⟩ := exists_eigenbasis hρ.isHermitian
  have hW := kronecker_unitary hU hV
  -- measure in the product of the two local eigenbases
  let q : m → n → ℝ := fun i j => ((star (U ⊗ₖ V) * ρ * (U ⊗ₖ V)) (i, j) (i, j)).re
  have hq : ∀ i j, 0 ≤ q i j := fun i j => by
    change 0 ≤ ((star (U ⊗ₖ V) * ρ * (U ⊗ₖ V)) (i, j) (i, j)).re
    rw [measured_eq dR]
    exact Finset.sum_nonneg fun k _ =>
      mul_nonneg (Complex.normSq_nonneg _) (hρ.eigenvalues_nonneg k)
  have h1 : ∑ i, ∑ j, q i j = 1 := by
    have t : (star (U ⊗ₖ V) * ρ * (U ⊗ₖ V)).trace = 1 := by
      rw [trace_mul_comm, ← mul_assoc, mem_unitaryGroup_iff.1 hW, one_mul, htr]
    have t' := congrArg Complex.re t
    rw [Matrix.trace, Complex.re_sum, Fintype.sum_prod_type, Complex.one_re] at t'
    exact t'
  have ha : ∀ i, ∑ j, q i j = hA.eigenvalues i := fun i => by
    have h := congrArg Complex.re (marginal_eq ρ U hV i)
    rw [Complex.re_sum, measured_eq dA, mem_unitaryGroup_iff'.1 hU] at h
    simpa [Matrix.one_apply, apply_ite Complex.normSq] using h
  have hb : ∀ j, ∑ i, q i j = hB.eigenvalues j := fun j => by
    -- exchange the two subsystems
    let e := Equiv.prodComm n m
    have hs : V ⊗ₖ U = (U ⊗ₖ V).submatrix e e := by
      ext ⟨j, i⟩ ⟨l, k⟩
      exact mul_comm _ _
    have hsw : star (V ⊗ₖ U) * ρ.submatrix e e * (V ⊗ₖ U) =
        (star (U ⊗ₖ V) * ρ * (U ⊗ₖ V)).submatrix e e := by
      simp only [hs, star_eq_conjTranspose, conjTranspose_submatrix, submatrix_mul_equiv]
    have h := congrArg Complex.re (marginal_eq (ρ.submatrix e e) V hU j)
    rw [hsw, show reducedA (ρ.submatrix e e) = reducedB ρ from rfl, Complex.re_sum,
      measured_eq dB, mem_unitaryGroup_iff'.1 hV] at h
    have h' : ∑ i, q i j = ∑ k, Complex.normSq ((1 : Matrix n n ℂ) j k) *
      hB.eigenvalues k := h
    rw [h']
    simp [Matrix.one_apply, apply_ite Complex.normSq]
  rw [entropy_eq_of_diagonalization hU dA, entropy_eq_of_diagonalization hV dB]
  refine (entropy_le_measured hρ hW).trans ?_
  rw [Fintype.sum_prod_type]
  exact shannon_subadditive hq h1 ha hb

/-- The value of `entropy` on the Kronecker product of two Hermitian trace-one matrices is the sum
of its values on the factors. -/
theorem entropy_product {σ : Matrix m m ℂ} {τ : Matrix n n ℂ}
    (hσ : σ.IsHermitian) (hτ : τ.IsHermitian) (tσ : σ.trace = 1) (tτ : τ.trace = 1) :
    entropy (σ ⊗ₖ τ) = entropy σ + entropy τ := by
  obtain ⟨U, hU, dσ⟩ := exists_eigenbasis hσ
  obtain ⟨V, hV, dτ⟩ := exists_eigenbasis hτ
  have sa : ∑ i, hσ.eigenvalues i = 1 := by
    have h := hσ.trace_eq_sum_eigenvalues
    rw [tσ] at h
    have h' : (1 : ℂ) = ((∑ i, hσ.eigenvalues i : ℝ) : ℂ) := by
      rw [Complex.ofReal_sum]; exact h
    exact Complex.ofReal_injective (h'.symm.trans Complex.ofReal_one.symm)
  have sb : ∑ j, hτ.eigenvalues j = 1 := by
    have h := hτ.trace_eq_sum_eigenvalues
    rw [tτ] at h
    have h' : (1 : ℂ) = ((∑ j, hτ.eigenvalues j : ℝ) : ℂ) := by
      rw [Complex.ofReal_sum]; exact h
    exact Complex.ofReal_injective (h'.symm.trans Complex.ofReal_one.symm)
  -- the eigenvalues of the product are the products of the eigenvalues
  have h : σ ⊗ₖ τ = (U ⊗ₖ V) * diagonal (fun x : m × n =>
      ((hσ.eigenvalues x.1 * hτ.eigenvalues x.2 : ℝ) : ℂ)) * star (U ⊗ₖ V) := by
    simp only [Complex.ofReal_mul]
    rw [← diagonal_kronecker_diagonal (fun i => (hσ.eigenvalues i : ℂ))
      (fun j => (hτ.eigenvalues j : ℂ)), star_eq_conjTranspose, conjTranspose_kronecker,
      ← mul_kronecker_mul, ← mul_kronecker_mul]
    exact congrArg₂ (fun X Y => X ⊗ₖ Y) dσ dτ
  rw [entropy_eq_of_diagonalization (kronecker_unitary hU hV) h,
    entropy_eq_of_diagonalization hU dσ, entropy_eq_of_diagonalization hV dτ,
    Fintype.sum_prod_type]
  simp only [Real.negMulLog_mul, Finset.sum_add_distrib, ← Finset.mul_sum,
    ← Finset.sum_mul, sa, sb, one_mul]

end

end QuantumSubadditivity
```

```lean
#print axioms QuantumSubadditivity.entropy_subadditive
#print axioms QuantumSubadditivity.entropy_product
```

```
'QuantumSubadditivity.entropy_subadditive' depends on axioms: [propext, Classical.choice, Quot.sound]
'QuantumSubadditivity.entropy_product' depends on axioms: [propext, Classical.choice, Quot.sound]
```

## From the lemmas to the theorem

`exists_eigenbasis` puts the spectral theorem into the form $U\,\mathrm{diag}(d)\,U^\dagger$. `entropy_eq_of_diagonalization` links that form to the definition of entropy: the characteristic polynomial is unchanged by the unitary and factors as $\prod_i(\lambda-d_i)$ in its variable $\lambda$, so its roots are the $d_i$.

`measured_eq` is the formula for $q_x$. `entropy_le_measured` proves the row sums from unitarity, obtains the column sums by applying the same fact to $M^\dagger$, and uses `Real.concaveOn_negMulLog.le_map_sum` for the concavity step.

`trace_mul_local` is the identity for local observables, and `marginal_eq` follows the trace calculation above with `P` as $P_i$. `shannon_subadditive` proves the pointwise bound `hpt`, splitting on whether $q_{ij}$ vanishes, and then sums it. `kronecker_unitary` shows that $U\otimes V$ is unitary.

The main proof first checks that both partial traces are Hermitian, then defines `q` and establishes its nonnegativity, normalisation and marginals. For `hb` it reindexes $\rho$ with `Equiv.prodComm`, so that the result for A also serves B. The last lines chain `entropy_le_measured` with `shannon_subadditive`.

`entropy_product` builds a diagonalisation of $\sigma\otimes\tau$ from those of its factors and finishes with `Real.negMulLog_mul`, the product rule for $\eta$ used above.
